# A finite connected bond network with balanced valences has exactly one solution of Brown's network equations

Let one cation and one anion, both of atomic valence 2, share two bonds. The valence sum rule requires \(t_1+t_2=2\), which leaves a one-parameter family. If each bond valence is also the cation's potential minus the anion's, the two are equal, so \(s_1=s_2=1\). Every other member of the family has a larger sum of squares, since \(t_1^2+t_2^2=2+2(t_1-1)^2\).

These two conditions are Brown's network equations. On every finite connected network whose cations and anions have equal total valence, they have exactly one solution, and it has the smallest sum of squares among all assignments that obey the sum rule. Its bond valences need not be equal to one another. For a bond graph given in advance, with all bonds weighted equally, this fixes ideal bond valences to compare with those estimated from bond lengths in a crystal.

## Finitely many bonds, each from a cation to an anion

Bond \(b\) joins cation \(c(b)\) to anion \(a(b)\). Since bonds form a type `B` of their own, several may join the same pair, as in the quotient graph of a crystal. A cation–cation bond cannot be entered.

```lean
import Mathlib

open Finset

namespace BrownNetwork

/-- A cation-anion bond network: every bond in `B` has a cation end in `C` and an anion end
in `A`, and several bonds may join the same two atoms. -/
structure BondNetwork (C A B : Type*) where
  cation : B → C
  anion : B → A

namespace BondNetwork

variable {C A B : Type*} (N : BondNetwork C A B)

/-- The bipartite graph on all atoms, in which two atoms are adjacent when a bond joins them. -/
def graph : SimpleGraph (C ⊕ A) :=
  SimpleGraph.fromRel fun x y => ∃ b, x = Sum.inl (N.cation b) ∧ y = Sum.inr (N.anion b)
```

Finiteness enters later, through the sums and a dimension argument. Without it uniqueness can fail: on a chain infinite in both directions with all atomic valences zero, both \(s=0\) and alternating \(\pm1\) solve the equations.

## Bond valences as potential differences

Give cation \(i\) a potential \(u_i\) and anion \(j\) a potential \(w_j\); in Lean, one function `p` on `C ⊕ A` holds both. The postulate \(s_b=u_{c(b)}-w_{a(b)}\) stands for the loop rule, by which bond valences taken with alternating signs cancel around every closed loop. Without it, the two-bond example keeps its whole family of solutions.

```lean
/-- The bond valences given by atomic potentials `p`: cation potential minus anion potential. -/
def difference (p : C ⊕ A → ℝ) (b : B) : ℝ :=
  p (Sum.inl (N.cation b)) - p (Sum.inr (N.anion b))

/-- The bond valences `s` are differences of atomic potentials, `s_ij = u_i - w_j`. -/
def IsPotential (s : B → ℝ) : Prop := ∃ p, s = N.difference p
```

## Connectedness

Connectedness means that a path of bonds links any two atoms of the network. In a quotient graph each atom stands for all its translated copies, so the crystal itself may still consist of separate layers. If every difference vanishes, neighbours have equal potentials, and following bonds makes all potentials equal. `potentials_constant` does this by induction on walks.

```lean
/-- On a connected network, potentials with no difference across any bond are constant. -/
theorem potentials_constant (hN : N.graph.Connected) {p : C ⊕ A → ℝ}
    (h : ∀ b, N.difference p b = 0) : ∃ c, ∀ x, p x = c := by
  have h' : ∀ b, p (Sum.inl (N.cation b)) = p (Sum.inr (N.anion b)) :=
    fun b => sub_eq_zero.mp (h b)
  have step : ∀ x y, N.graph.Adj x y → p x = p y := by
    intro x y hxy
    rw [graph, SimpleGraph.fromRel_adj] at hxy
    rcases hxy with ⟨_, ⟨b, rfl, rfl⟩ | ⟨b, rfl, rfl⟩⟩
    · exact h' b
    · exact (h' b).symm
  -- the common value is carried along walks
  have walk : ∀ x y, N.graph.Walk x y → p x = p y := by
    intro x y q
    induction q with
    | nil => rfl
    | cons hadj _ ih => exact (step _ _ hadj).trans ih
  obtain ⟨x₀⟩ := hN.nonempty
  refine ⟨p x₀, fun x => ?_⟩
  obtain ⟨q⟩ := hN.preconnected x x₀
  exact walk _ _ q
```

Without connectedness existence can fail. Take two separate bonds, one joining valences 1 and 2, the other 2 and 1: the totals agree, yet neither bond can satisfy both its ends.

## The valence sum rule

The bond valences at each atom must add up to its atomic valence, \(V_i\) for cations and \(W_j\) for anions, both stored in Lean's `V`. Without this rule, any potentials would do, and the least sum of squares would be zero.

```lean
variable [Fintype B] [DecidableEq C] [DecidableEq A]

/-- The sum of the bond valences at an atom. -/
def atomSum (s : B → ℝ) : C ⊕ A → ℝ
  | Sum.inl i => ∑ b with N.cation b = i, s b
  | Sum.inr j => ∑ b with N.anion b = j, s b

/-- The valence sum rule: the bond valences at each atom add up to its atomic valence. -/
def ValenceSumRule (V : C ⊕ A → ℝ) (s : B → ℝ) : Prop := ∀ x, N.atomSum s x = V x
```

Write \(S_i(t)\) and \(S_j(t)\) for the sums of \(t\) at cation \(i\) and anion \(j\). Grouping bonds by cation in the first term and by anion in the second gives
\[
\sum_b (u_{c(b)}-w_{a(b)})\,t_b=\sum_i u_iS_i(t)-\sum_j w_jS_j(t).
\]

```lean
variable [Fintype C] [Fintype A]

/-- Summation by parts: pairing potential differences with bond valences equals pairing the
potentials with the atomic sums, anions counted negatively. -/
theorem sum_by_parts (p : C ⊕ A → ℝ) (t : B → ℝ) :
    ∑ b, N.difference p b * t b = ∑ i, p (Sum.inl i) * N.atomSum t (Sum.inl i) -
      ∑ j, p (Sum.inr j) * N.atomSum t (Sum.inr j) := by
  simp only [atomSum, sum_filter, mul_sum]
  rw [sum_comm, sum_comm (s := (univ : Finset A)), ← sum_sub_distrib]
  refine sum_congr rfl fun b _ => ?_
  simp [difference, sub_mul]
```

## Equal totals of cation and anion valence

This is charge neutrality when atomic valences are the magnitudes of the ionic charges. Setting all potentials to 1 above gives \(\sum_iS_i(t)=\sum_jS_j(t)\), so without equal totals no assignment obeys the sum rule.

```lean
/-- The bond valence sums of all cations and of all anions have the same total. -/
theorem total_balance (s : B → ℝ) :
    ∑ i, N.atomSum s (Sum.inl i) = ∑ j, N.atomSum s (Sum.inr j) := by
  have h := N.sum_by_parts (fun _ => 1) s
  simp only [difference, sub_self, zero_mul, sum_const_zero, one_mul] at h
  linarith
```

For existence, let \(n\) be the number of atoms and \(P\) the sum of all potentials. Define a linear map \(T\) from potentials to atomic values: take the atomic sums of the differences, then add \(P\) at cations and subtract it at anions.

If \(T(p)\) has equal totals, subtracting them leaves \(nP=0\), so \(P=0\) and the correction vanishes (`key`). If \(T(p)=0\), the atomic sums therefore vanish, and summation by parts with \(t=s\) gives \(\sum_b s_b^2=0\). All differences are zero, so by connectedness \(p\) is a constant \(k\), and \(nk=P=0\) gives \(p=0\).

Thus \(T\) is injective (`hinj`), hence surjective in finite dimension. Solve \(T(p)=V\); equal totals remove the correction, and the differences of \(p\) obey the sum rule.

```lean
/-- On a connected network with equal total valences of cations and anions, some potentials
give bond valences that obey the valence sum rule. -/
theorem exists_network_solution (hN : N.graph.Connected) {V : C ⊕ A → ℝ}
    (hV : ∑ i, V (Sum.inl i) = ∑ j, V (Sum.inr j)) :
    ∃ s, N.ValenceSumRule V s ∧ N.IsPotential s := by
  -- potentials ↦ atomic sums, corrected by the total potential to become invertible
  obtain ⟨T, hT⟩ : ∃ T : (C ⊕ A → ℝ) →ₗ[ℝ] (C ⊕ A → ℝ), ∀ p x, T p x =
      N.atomSum (N.difference p) x +
        Sum.elim (fun _ => (1 : ℝ)) (fun _ => -1) x * ∑ y, p y :=
    ⟨{ toFun := fun p x => N.atomSum (N.difference p) x +
        Sum.elim (fun _ => (1 : ℝ)) (fun _ => -1) x * ∑ y, p y
       map_add' := by
        intro p q
        funext x
        cases x <;> simp only [atomSum, difference, Pi.add_apply, sum_add_distrib,
          sum_sub_distrib] <;> ring
       map_smul' := by
        intro r p
        funext x
        cases x <;> simp only [atomSum, difference, Pi.smul_apply, smul_eq_mul,
          RingHom.id_apply, sum_sub_distrib, ← mul_sum] <;> ring }, fun _ _ => rfl⟩
  have hcard : (0 : ℝ) < Fintype.card (C ⊕ A) :=
    Nat.cast_pos.mpr (Fintype.card_pos_iff.mpr hN.nonempty)
  -- equal totals switch the correction off
  have key : ∀ p, ∑ i, T p (Sum.inl i) = ∑ j, T p (Sum.inr j) →
      ∑ y, p y = 0 ∧ ∀ x, N.atomSum (N.difference p) x = T p x := by
    intro p h
    have h0 : (Fintype.card (C ⊕ A) : ℝ) * ∑ y, p y = 0 := by
      simp only [hT, Sum.elim_inl, Sum.elim_inr, sum_add_distrib, sum_const, card_univ,
        nsmul_eq_mul] at h
      rw [Fintype.card_sum, Nat.cast_add]
      linear_combination h - N.total_balance (N.difference p)
    have h1 := (mul_eq_zero.mp h0).resolve_left hcard.ne'
    exact ⟨h1, fun x => by rw [hT, h1, mul_zero, add_zero]⟩
  have hinj : Function.Injective T := by
    rw [← LinearMap.ker_eq_bot, LinearMap.ker_eq_bot']
    intro p hp
    obtain ⟨h0, hz⟩ := key p (by simp [hp])
    -- vanishing atomic sums force every potential difference to vanish
    have h := N.sum_by_parts p (N.difference p)
    simp only [hz, hp, Pi.zero_apply, mul_zero, sum_const_zero, sub_zero] at h
    obtain ⟨c, hc⟩ := N.potentials_constant hN (p := p) fun b =>
      mul_self_eq_zero.mp ((sum_eq_zero_iff_of_nonneg
        (fun b _ => mul_self_nonneg (N.difference p b))).mp h b (mem_univ b))
    simp only [hc, sum_const, card_univ, nsmul_eq_mul] at h0
    exact funext fun x => (hc x).trans ((mul_eq_zero.mp h0).resolve_left hcard.ne')
  obtain ⟨p, hp⟩ := LinearMap.injective_iff_surjective.mp hinj V
  refine ⟨N.difference p, fun x => ?_, p, rfl⟩
  rw [(key p (by rw [hp]; exact hV)).2 x, hp]
```

## Least squares and uniqueness

Let \(s\) and \(t\) obey the same sum rule, with \(s\) a potential difference. The atomic sums of \(t-s\) vanish, so summation by parts gives \(\sum_b s_b(t_b-s_b)=0\), and expanding the square yields
\[
\sum_b t_b^2=\sum_b s_b^2+\sum_b(t_b-s_b)^2.
\]
This needs no connectedness.

```lean
/-- If `s` and `t` obey the same valence sum rule and `s` comes from potentials, the sum of
squares of `t` exceeds that of `s` by the sum of squares of `t - s`. -/
theorem sum_sq_eq_add {V : C ⊕ A → ℝ} {s t : B → ℝ} (hs : N.ValenceSumRule V s)
    (hp : N.IsPotential s) (ht : N.ValenceSumRule V t) :
    ∑ b, t b ^ 2 = ∑ b, s b ^ 2 + ∑ b, (t b - s b) ^ 2 := by
  have h : ∑ b, s b * t b = ∑ b, s b * s b := by
    obtain ⟨p, rfl⟩ := hp
    have e : N.atomSum t = N.atomSum (N.difference p) :=
      funext fun x => (ht x).trans (hs x).symm
    rw [N.sum_by_parts p t, N.sum_by_parts p (N.difference p), e]
  have e : ∑ b, (t b - s b) ^ 2 =
      ∑ b, t b ^ 2 - 2 * ∑ b, s b * t b + ∑ b, s b * s b := by
    rw [mul_sum, ← sum_sub_distrib, ← sum_add_distrib]
    exact sum_congr rfl fun b _ => by ring
  have e2 : ∑ b, s b ^ 2 = ∑ b, s b * s b := sum_congr rfl fun b _ => sq (s b)
  linarith
```

If \(t\ne s\), the last sum is positive, so \(t\) has the larger sum of squares (`strict`). Two different solutions would each have the smaller sum of squares, which is impossible. The final theorem joins this to existence.

```lean
/-- Brown's network equations: on a connected network with equal total valences, exactly one
assignment obeys the valence sum rule and comes from potentials, and every other assignment
obeying the sum rule has a strictly larger sum of squares. -/
theorem brown_network_equations (hN : N.graph.Connected) {V : C ⊕ A → ℝ}
    (hV : ∑ i, V (Sum.inl i) = ∑ j, V (Sum.inr j)) :
    ∃ s, (N.ValenceSumRule V s ∧ N.IsPotential s) ∧
      (∀ t, N.ValenceSumRule V t → N.IsPotential t → t = s) ∧
      ∀ t, N.ValenceSumRule V t → t ≠ s → ∑ b, s b ^ 2 < ∑ b, t b ^ 2 := by
  have strict : ∀ s t, N.ValenceSumRule V s → N.IsPotential s →
      N.ValenceSumRule V t → t ≠ s → ∑ b, s b ^ 2 < ∑ b, t b ^ 2 := by
    intro s t hs hp ht hne
    obtain ⟨b, hb⟩ := Function.ne_iff.mp hne
    have hb' : t b - s b ≠ 0 := sub_ne_zero.mpr hb
    have hpos : 0 < ∑ b, (t b - s b) ^ 2 :=
      sum_pos' (fun b _ => sq_nonneg _) ⟨b, mem_univ b, by positivity⟩
    linarith [N.sum_sq_eq_add hs hp ht]
  obtain ⟨s, hs, hp⟩ := N.exists_network_solution hN hV
  refine ⟨s, ⟨hs, hp⟩, fun t ht htp => ?_, fun t ht hne => strict s t hs hp ht hne⟩
  -- two different solutions would each have the smaller sum of squares
  by_contra hne
  exact lt_asymm (strict s t hs hp ht hne) (strict t s ht htp hs (Ne.symm hne))

end BondNetwork
```

## Positive atomic valences do not ensure positive bonds

Atomic valences may be any real numbers, and bond valences may come out negative even when all atomic ones are positive. In the chain below, the end atoms force \(s_0=s_2=2\), and anion 0, of valence 1, then requires \(s_1=-1\). The sum rule alone fixes all three.

```lean
/-- The chain cation 0, anion 0, cation 1, anion 1 with its three bonds in order. -/
def chain : BondNetwork (Fin 2) (Fin 2) (Fin 3) where
  cation := ![0, 1, 1]
  anion := ![0, 0, 1]

/-- On the chain with cation valences 2, 1 and anion valences 1, 2, the valence sum rule holds
exactly for the bond valences 2, -1, 2. -/
theorem chain_negative_bond (s : Fin 3 → ℝ) :
    chain.ValenceSumRule (Sum.elim ![2, 1] ![1, 2]) s ↔ s = ![2, -1, 2] := by
  -- the four atomic sums written out
  have key : chain.ValenceSumRule (Sum.elim ![2, 1] ![1, 2]) s ↔
      (s 0 = 2 ∧ s 1 + s 2 = 1) ∧ s 0 + s 1 = 1 ∧ s 2 = 2 := by
    simp only [BondNetwork.ValenceSumRule, Sum.forall, Fin.forall_fin_two,
      BondNetwork.atomSum, sum_filter, Fin.sum_univ_three]
    simp [chain]
  rw [key]
  constructor
  · rintro ⟨⟨h0, _⟩, h1, h2⟩
    ext b
    fin_cases b <;> simp <;> linarith
  · rintro rfl
    refine ⟨⟨rfl, ?_⟩, ?_, rfl⟩
    · show (-1 : ℝ) + 2 = 1
      norm_num
    · show (2 : ℝ) + -1 = 1
      norm_num

end BrownNetwork
```

```lean
#print axioms BrownNetwork.BondNetwork.brown_network_equations
#print axioms BrownNetwork.chain_negative_bond
```

```
'BrownNetwork.BondNetwork.brown_network_equations' depends on axioms: [propext, Classical.choice, Quot.sound]
'BrownNetwork.chain_negative_bond' depends on axioms: [propext, Classical.choice, Quot.sound]
```
